# Weyl bounds on the ordered eigenvalues of a finite-dimensional self-adjoint operator

Let $H$ and $V$ be real symmetric $n\times n$ matrices, and suppose that $a\,x^Tx \le x^TVx \le b\,x^Tx$ for every real vector $x$. Write $e_j$ and $f_j$ for the eigenvalues of $H$ and $H+V$ in ascending order, repeated by multiplicity, with $j=0,\dots,n-1$. Then

$$e_j + a \;\le\; f_j \;\le\; e_j + b \qquad\text{for every } j.$$

The same holds for self-adjoint operators on an $n$-dimensional real or complex inner product space.

## Orbital energies when the Hamiltonian matrix changes

For a one-electron Hamiltonian in a finite orthonormal basis, the bounds say how far each orbital energy can move when the matrix changes by $V$. The numbers $a$ and $b$ bound the expectation value of $V$ in every normalised state; the tightest choices are the lowest and highest eigenvalues of $V$. The perturbation need not be small, and no level has to be nondegenerate.

Levels are matched by position in the list, not by the character of their states. With $H=\mathrm{diag}(0,1)$ and $V=\mathrm{diag}(2,0)$, the first basis state rises by 2 and crosses the second, yet the ordered levels go from $(0,1)$ to $(1,2)$ and each moves by 1.

In a self-consistent-field code, $V$ can be the Fock matrix diagonalised in a later iteration minus the one diagonalised in an earlier iteration, both in the same orthonormal basis. If the code modifies the Fock matrix before diagonalising it, for example by damping or extrapolation, the modified matrices are the ones to compare. An eigenvalue routine applied to $V$ gives $a$ and $b$, and from the earlier to the later iteration each eigenvalue in the sorted list must then change by at least $a$ and at most $b$, up to rounding. If the basis is nonorthogonal, with overlap matrix $S$, multiplying each Fock matrix by $S^{-1/2}$ on both sides is one way to pass to an orthonormal basis first.

## Levels and expectation values as Lean objects

The operators are linear maps on `E`, an inner product space over `𝕜`, which is the real or complex numbers. `energy H x` is the real part of $\langle x,Hx\rangle$, without division by $\|x\|^2$, so it is an expectation value when $H$ is self-adjoint and $x$ is normalised.

`HasLevels H e` says that $e$ is ascending and that some orthonormal basis consists of eigenvectors $u_j$ with $Hu_j=e_ju_j$. This makes $H$ self-adjoint and the dimension $n$. In `weyl_bounds` it is assumed for $H$ and for $H+V$, so $V$ is self-adjoint too. `exists_levels` supplies such a list for every self-adjoint operator in finite dimension, and `levels_unique` shows that there is only one.

In `weyl_bounds_matrix` the hypotheses are symmetry and the inequalities for $x^TVx$, and `level` is the ordered list of eigenvalues. Unbounded operators and continuous spectra are not covered. Weyl's general inequalities also combine inner eigenvalues of $H$ and $V$, whereas these bounds use only limits on the whole spectrum of $V$.

## One trial vector for two operators

Let $K$ be a second self-adjoint operator, with levels $f_i$ and orthonormal eigenvectors $w_i$. Suppose that, for some real $c$ and all $x$,

$$\langle x,Hx\rangle + c\|x\|^2 \le \langle x,Kx\rangle .$$

Expanding $x=\sum_i \langle u_i,x\rangle u_i$ gives

$$\langle x,Hx\rangle=\sum_i e_i|\langle u_i,x\rangle|^2,\qquad \|x\|^2=\sum_i|\langle u_i,x\rangle|^2,$$

and likewise for $K$ with $f_i$ and $w_i$.

Fix $j$. Require $x$ to be orthogonal to $u_i$ for $i<j$ and to $w_i$ for $i>j$. These are $j+(n-1-j)=n-1$ linear conditions in $n$ dimensions, so a nonzero $x$ satisfies them all. In the sum for $H$ only terms with $e_i\ge e_j$ survive, and in the sum for $K$ only terms with $f_i\le f_j$. Hence

$$(e_j+c)\|x\|^2 \le \langle x,Hx\rangle + c\|x\|^2 \le \langle x,Kx\rangle \le f_j\|x\|^2 .$$

Dividing by $\|x\|^2>0$ gives $e_j+c\le f_j$.

## Two comparisons give both bounds

Take $K=H+V$. Since $\langle x,Vx\rangle\ge a\|x\|^2$, the comparison with $c=a$ gives $e_j+a\le f_j$. Since $\langle x,Vx\rangle\le b\|x\|^2$,

$$\langle x,(H+V)x\rangle - b\|x\|^2\le\langle x,Hx\rangle .$$

The comparison with the operators exchanged and $c=-b$ gives $f_j-b\le e_j$.

Subtracting the upper bound for level $j$ from the lower bound for level $k$ yields

$$f_k-f_j\ge(e_k-e_j)-(b-a).$$

For fixed one-electron matrices, a gap between occupied and empty orbitals therefore stays open if it exceeds $b-a$.

## The bounds in Lean

```lean
import Mathlib

open Matrix

namespace WeylBounds

noncomputable section

variable {𝕜 E : Type*} [RCLike 𝕜] [NormedAddCommGroup E] [InnerProductSpace 𝕜 E] {n : ℕ}

/-- The quadratic form `⟨x, H x⟩` (real part), which is the energy expectation value when `x` is
normalised and `H` is self-adjoint. -/
def energy (H : E →ₗ[𝕜] E) (x : E) : ℝ := RCLike.re (inner 𝕜 x (H x))

/-- The numbers `e 0 ≤ e 1 ≤ ...` are the energy levels of `H`, repeated by degeneracy: some
orthonormal basis consists of eigenvectors of `H` with these eigenvalues. -/
def HasLevels (H : E →ₗ[𝕜] E) (e : Fin n → ℝ) : Prop :=
  Monotone e ∧ ∃ u : OrthonormalBasis (Fin n) 𝕜 E, ∀ j, H (u j) = (e j : 𝕜) • u j

/-- Every self-adjoint operator on an `n`-dimensional space has `n` ordered energy levels. -/
theorem exists_levels [FiniteDimensional 𝕜 E] {H : E →ₗ[𝕜] E} (hH : H.IsSymmetric)
    (hn : Module.finrank 𝕜 E = n) : ∃ e : Fin n → ℝ, HasLevels H e := by
  -- sort the eigenvalues supplied by the spectral theorem
  refine ⟨hH.eigenvalues hn ∘ Tuple.sort (hH.eigenvalues hn), Tuple.monotone_sort _,
    (hH.eigenvectorBasis hn).reindex (Tuple.sort (hH.eigenvalues hn)).symm, fun j => ?_⟩
  rw [OrthonormalBasis.reindex_apply, Equiv.symm_symm]
  exact hH.apply_eigenvectorBasis hn _

/-- In an orthonormal eigenbasis the quadratic form of `H` is the sum of the eigenvalues weighted
by the squared moduli of the expansion coefficients. -/
theorem energy_eq_sum {H : E →ₗ[𝕜] E} {e : Fin n → ℝ} (u : OrthonormalBasis (Fin n) 𝕜 E)
    (hu : ∀ j, H (u j) = (e j : 𝕜) • u j) (x : E) :
    energy H x = ∑ i, e i * ‖inner 𝕜 (u i) x‖ ^ 2 := by
  have hx : H x = ∑ i, inner 𝕜 (u i) x • ((e i : 𝕜) • u i) := by
    conv_lhs => rw [← u.sum_repr' x]
    rw [map_sum]
    exact Finset.sum_congr rfl fun i _ => by rw [map_smul, hu]
  rw [energy, hx, inner_sum, map_sum]
  refine Finset.sum_congr rfl fun i _ => ?_
  rw [inner_smul_right, inner_smul_right, ← inner_conj_symm x (u i)]
  have h : inner 𝕜 (u i) x * ((e i : 𝕜) * (starRingEnd 𝕜) (inner 𝕜 (u i) x))
      = ((e i * ‖inner 𝕜 (u i) x‖ ^ 2 : ℝ) : 𝕜) := by
    push_cast
    rw [← RCLike.mul_conj]
    ring
  rw [h, RCLike.ofReal_re]

/-- The squared norm of a state is the sum of the squared moduli of its coefficients in an
orthonormal basis. -/
theorem norm_sq_eq_sum (u : OrthonormalBasis (Fin n) 𝕜 E) (x : E) :
    ‖x‖ ^ 2 = ∑ i, ‖inner 𝕜 (u i) x‖ ^ 2 := by
  have h := energy_eq_sum (H := LinearMap.id) (e := fun _ => 1) u (fun j => by simp) x
  simp only [energy, LinearMap.id_apply, one_mul] at h
  rw [← h, inner_self_eq_norm_sq]

/-- In an `n`-dimensional space, `n - 1` orthogonality conditions leave a nonzero vector. -/
theorem exists_orthogonal (u : OrthonormalBasis (Fin n) 𝕜 E) (v : Fin n → E) (j : Fin n) :
    ∃ x : E, x ≠ 0 ∧ ∀ i, i ≠ j → inner 𝕜 (v i) x = 0 := by
  let L : E →ₗ[𝕜] ({i : Fin n // i ≠ j} → 𝕜) :=
    { toFun := fun x i => inner 𝕜 (v i) x
      map_add' := fun x y => by
        funext i
        exact inner_add_right _ _ _
      map_smul' := fun c x => by
        funext i
        exact inner_smul_right _ _ _ }
  by_contra! hno
  -- otherwise the list of conditions would embed the space in a smaller one
  have hinj : Function.Injective L := by
    rw [injective_iff_map_eq_zero]
    intro x hx
    by_contra hx0
    obtain ⟨i, hij, hi⟩ := hno x hx0
    exact hi (congrFun hx ⟨i, hij⟩)
  have h1 := LinearMap.finrank_le_finrank_of_injective hinj
  rw [Module.finrank_fintype_fun_eq_card, Module.finrank_eq_card_basis u.toBasis] at h1
  have h2 := Fintype.card_subtype_lt (p := fun i : Fin n => i ≠ j) (x := j) (by simp)
  omega

/-- If the quadratic form of `K` exceeds that of `H` by at least `c ‖x‖²` for every `x`, then each
ordered level of `K` lies at least `c` above the corresponding level of `H`. -/
theorem level_comparison {H K : E →ₗ[𝕜] E} {e f : Fin n → ℝ} (he : HasLevels H e)
    (hf : HasLevels K f) {c : ℝ} (h : ∀ x, energy H x + c * ‖x‖ ^ 2 ≤ energy K x) (j : Fin n) :
    e j + c ≤ f j := by
  obtain ⟨hem, u, hu⟩ := he
  obtain ⟨hfm, w, hw⟩ := hf
  -- a trial vector with no `H`-components below `j` and no `K`-components above `j`
  obtain ⟨x, hx0, hx⟩ := exists_orthogonal u (fun i => if i < j then u i else w i) j
  have hlow : e j * ‖x‖ ^ 2 ≤ energy H x := by
    rw [energy_eq_sum u hu, norm_sq_eq_sum u, Finset.mul_sum]
    refine Finset.sum_le_sum fun i _ => ?_
    by_cases hij : i < j
    · have h0 := hx i hij.ne
      rw [if_pos hij] at h0
      simp [h0]
    · exact mul_le_mul_of_nonneg_right (hem (not_lt.1 hij)) (by positivity)
  have hhigh : energy K x ≤ f j * ‖x‖ ^ 2 := by
    rw [energy_eq_sum w hw, norm_sq_eq_sum w, Finset.mul_sum]
    refine Finset.sum_le_sum fun i _ => ?_
    by_cases hij : j < i
    · have h0 := hx i hij.ne'
      rw [if_neg hij.not_gt] at h0
      simp [h0]
    · exact mul_le_mul_of_nonneg_right (hfm (not_lt.1 hij)) (by positivity)
  have hpos : 0 < ‖x‖ ^ 2 := pow_pos (norm_pos_iff.2 hx0) 2
  refine le_of_mul_le_mul_right ?_ hpos
  linarith [h x, add_mul (e j) c (‖x‖ ^ 2)]

/-- The ordered energy levels of an operator are unique. -/
theorem levels_unique {H : E →ₗ[𝕜] E} {e f : Fin n → ℝ} (he : HasLevels H e)
    (hf : HasLevels H f) : e = f := by
  funext j
  have h1 := level_comparison he hf (c := 0) (fun x => by simp) j
  have h2 := level_comparison hf he (c := 0) (fun x => by simp) j
  linarith

/-- **Weyl bounds.** If the quadratic form of the perturbation `V` lies between `a ‖x‖²` and
`b ‖x‖²`, then each ordered level of `H + V` lies between `e j + a` and `e j + b`. -/
theorem weyl_bounds {H V : E →ₗ[𝕜] E} {e f : Fin n → ℝ} (he : HasLevels H e)
    (hf : HasLevels (H + V) f) {a b : ℝ}
    (hV : ∀ x, a * ‖x‖ ^ 2 ≤ energy V x ∧ energy V x ≤ b * ‖x‖ ^ 2) (j : Fin n) :
    e j + a ≤ f j ∧ f j ≤ e j + b := by
  have hadd : ∀ x, energy (H + V) x = energy H x + energy V x := fun x => by
    simp only [energy, LinearMap.add_apply, inner_add_right, map_add]
  have h1 := level_comparison he hf (c := a) (fun x => by linarith [hadd x, (hV x).1]) j
  have h2 := level_comparison hf he (c := -b) (fun x => by linarith [hadd x, (hV x).2]) j
  exact ⟨h1, by linarith⟩

/-- Under a perturbation with quadratic form between `a ‖x‖²` and `b ‖x‖²`, the difference of
two levels decreases by at most `b - a`. -/
theorem gap_bound {H V : E →ₗ[𝕜] E} {e f : Fin n → ℝ} (he : HasLevels H e)
    (hf : HasLevels (H + V) f) {a b : ℝ}
    (hV : ∀ x, a * ‖x‖ ^ 2 ≤ energy V x ∧ energy V x ≤ b * ‖x‖ ^ 2) (j k : Fin n) :
    (e k - e j) - (b - a) ≤ f k - f j := by
  linarith [(weyl_bounds he hf hV k).1, (weyl_bounds he hf hV j).2]

/-- A real symmetric matrix has a full list of ordered eigenvalues. -/
theorem exists_matrix_levels {H : Matrix (Fin n) (Fin n) ℝ} (hH : H.IsSymm) :
    ∃ e : Fin n → ℝ, HasLevels (Matrix.toEuclideanLin H) e := by
  have h : H.IsHermitian := by
    rw [Matrix.IsHermitian, Matrix.conjTranspose_eq_transpose_of_trivial]
    exact hH
  exact exists_levels (isSymmetric_toEuclideanLin_iff.2 h) finrank_euclideanSpace_fin

/-- The eigenvalues of a real symmetric matrix in ascending order, repeated by multiplicity. -/
def level {H : Matrix (Fin n) (Fin n) ℝ} (hH : H.IsSymm) : Fin n → ℝ :=
  (exists_matrix_levels hH).choose

/-- **Weyl bounds for matrices.** For real symmetric `H` and `V` with
`a xᵀx ≤ xᵀVx ≤ b xᵀx` for all `x`, adding `V` to `H` raises each ordered eigenvalue by at
least `a` and at most `b`. -/
theorem weyl_bounds_matrix {H V : Matrix (Fin n) (Fin n) ℝ} (hH : H.IsSymm) (hVs : V.IsSymm)
    {a b : ℝ} (hV : ∀ x : Fin n → ℝ, a * (x ⬝ᵥ x) ≤ x ⬝ᵥ V *ᵥ x ∧ x ⬝ᵥ V *ᵥ x ≤ b * (x ⬝ᵥ x))
    (j : Fin n) :
    level hH j + a ≤ level (hH.add hVs) j ∧ level (hH.add hVs) j ≤ level hH j + b := by
  have he : HasLevels (Matrix.toEuclideanLin H) (level hH) :=
    (exists_matrix_levels hH).choose_spec
  have hf : HasLevels (Matrix.toEuclideanLin (H + V)) (level (hH.add hVs)) :=
    (exists_matrix_levels (hH.add hVs)).choose_spec
  rw [map_add] at hf
  -- translate the Euclidean inner product into the dot product
  have hin : ∀ x y : EuclideanSpace ℝ (Fin n), inner ℝ x y = x.ofLp ⬝ᵥ y.ofLp := fun x y => by
    simp [PiLp.inner_apply, dotProduct, mul_comm]
  refine weyl_bounds he hf (fun x => ?_) j
  have hE : energy (Matrix.toEuclideanLin V) x = x.ofLp ⬝ᵥ V *ᵥ x.ofLp := hin x _
  rw [hE, ← real_inner_self_eq_norm_sq, hin]
  exact hV x.ofLp

end

end WeylBounds
```

```lean
#print axioms WeylBounds.levels_unique
-- 'WeylBounds.levels_unique' depends on axioms: [propext, Classical.choice, Quot.sound]
#print axioms WeylBounds.gap_bound
-- 'WeylBounds.gap_bound' depends on axioms: [propext, Classical.choice, Quot.sound]
#print axioms WeylBounds.weyl_bounds_matrix
-- 'WeylBounds.weyl_bounds_matrix' depends on axioms: [propext, Classical.choice, Quot.sound]
```

## Counting conditions and comparing sums term by term

`energy_eq_sum` is the expansion in an eigenbasis. `norm_sq_eq_sum` obtains the norm formula from it by taking the identity operator, whose levels are all 1.

`exists_orthogonal` collects the $n-1$ inner products into a linear map `L`. If no nonzero vector met all the conditions, `L` would be injective and would embed an $n$-dimensional space in one of dimension $n-1$; `omega` closes the contradiction.

`level_comparison` applies this to the family `if i < j then u i else w i`, with index $j$ itself left out. The facts `hlow` and `hhigh` are the two outer estimates of the chain above. Each is proved term by term: a coefficient either vanishes by orthogonality or multiplies a level on the correct side of $j$. The last lines cancel $\|x\|^2$.

`weyl_bounds` calls the comparison with `c := a` and `c := -b`, and `gap_bound` combines the results for two levels. In the matrix theorem, `hin` identifies the Euclidean inner product with the dot product, which turns the matrix hypothesis into the operator one.

## Levels defined by a min-max formula

The levels could also be defined without eigenvectors: $e_j$ is the minimum, over subspaces of dimension $j+1$, of the largest expectation value among normalised vectors in the subspace. The comparison is then almost immediate, because raising every expectation value by at least $c$ raises every such maximum by at least $c$. The work moves to showing that these numbers are the eigenvalues, which `HasLevels` has by definition.
